# An RPA response matrix with a Jordan chain of length two at frequency 2

In the random-phase approximation (RPA), excitation frequencies are eigenvalues of a response matrix built from blocks $A$ and $B$, with $-B^*$ and $-A^*$ in its lower half. For one finite example with given real symmetric 2 × 2 blocks, `indefinite_chain` states that this matrix $M$ satisfies $Mv = 2v$ and $Mw = 2w + v$, where $v = (2, 2, 2, -2)$ and $w = (2, 3, -2, 1)$, so $v$ is an eigenvector and $w$ a generalised eigenvector above it. The vectors are unnormalised; dividing both by 4 gives $v$ unit Euclidean length and preserves both equations. The attempt splits the two equations into their components and leaves each one to `simp` and `norm_num`.

The failing Lean file:

```lean
import Mathlib

open Matrix
open scoped ComplexOrder

namespace IndefiniteChain

noncomputable section

variable {n : Type*} [Fintype n] [DecidableEq n]

/-- The response matrix `[[A, B], [-B*, -A*]]`, whose eigenvalues are the RPA frequencies. -/
def response (A B : Matrix n n ℂ) : Matrix (n ⊕ n) (n ⊕ n) ℂ :=
  fromBlocks A B (-(B.map star)) (-(A.map star))

/-- For the real symmetric blocks `A = [[0, 2], [2, 1]]` and `B = [[0, 0], [0, 1]]` the response
matrix has a Jordan chain of length two at frequency 2. -/
theorem indefinite_chain :
    response !![0, 2; 2, 1] !![0, 0; 0, 1] *ᵥ Sum.elim ![2, 2] ![2, -2] =
        (2 : ℂ) • Sum.elim ![2, 2] ![2, -2] ∧
      response !![0, 2; 2, 1] !![0, 0; 0, 1] *ᵥ Sum.elim ![2, 3] ![-2, 1] =
        (2 : ℂ) • Sum.elim ![2, 3] ![-2, 1] + Sum.elim ![2, 2] ![2, -2] := by
  constructor <;> ext i <;> rcases i with i | i <;> fin_cases i <;>
    simp [response, Matrix.mulVec, dotProduct, Fintype.sum_sum_type, Fin.sum_univ_two] <;>
    norm_num

end

end IndefiniteChain
```

Messages:

```
Main.lean:22:75: error: unsolved goals
case left.inr.«0»
⊢ (starRingEnd ℂ) 2 = 2

case left.inr.«1»
⊢ (starRingEnd ℂ) 2 = 2

case right.inr.«0»
⊢ (starRingEnd ℂ) 2 = 2

case right.inr.«1»
⊢ -3 + (-1 + (starRingEnd ℂ) 2 * 2) = 0
```

What went wrong. The error reports four goals left open at the end of the proof. All carry the label `inr`, which marks the lower half of the vectors, where `response` uses the conjugated blocks. There the entry 2 of $A$ appears as `(starRingEnd ℂ) 2`, the complex conjugate of 2. Neither `simp` nor `norm_num`, as called here, replaced it by 2. Three goals ask for exactly that equality, and the fourth is a sum that vanishes once the equality is known.

The repair proves the missing fact as `h2`. The lemma `Complex.conj_eq_iff_im` says that a complex number equals its conjugate exactly when its imaginary part is zero, and `simp` checks this for 2. Adding `h2` to the `simp` call lets it rewrite the conjugate to 2. Three goals then become `2 = 2`, and the last becomes the arithmetic identity `-3 + (-1 + 2 * 2) = 0`. The added comment only explains the step and has no effect on the proof.

After these edits no error is left:

```diff
@@ -21,6 +21,8 @@
       response !![0, 2; 2, 1] !![0, 0; 0, 1] *ᵥ Sum.elim ![2, 3] ![-2, 1] =
         (2 : ℂ) • Sum.elim ![2, 3] ![-2, 1] + Sum.elim ![2, 2] ![2, -2] := by
+  -- the entries are real, so conjugation leaves them unchanged
+  have h2 : (starRingEnd ℂ) 2 = 2 := Complex.conj_eq_iff_im.mpr (by simp)
   constructor <;> ext i <;> rcases i with i | i <;> fin_cases i <;>
-    simp [response, Matrix.mulVec, dotProduct, Fintype.sum_sum_type, Fin.sum_univ_two] <;>
+    simp [response, Matrix.mulVec, dotProduct, Fintype.sum_sum_type, Fin.sum_univ_two, h2] <;>
     norm_num
 
```
